# Aufbau filling at fractional particle number

A calculation with independent electrons can diagonalise a one-body Hamiltonian matrix and then assign occupations to the resulting orbitals. For a particle number $N+w$, with $N$ an integer and $0\le w\le 1$, the aufbau rule for the ground state fills the $N$ lowest orbitals, puts $w$ into the next and leaves the rest empty. For a fixed Hamiltonian in a finite orthonormal basis of spin orbitals, this filling minimises the energy over all one-body density matrices of trace $N+w$ with eigenvalues between 0 and 1; the result does not cover a Hamiltonian that depends on the density.

## Claim and derivation

Let $H$ be a Hermitian $M\times M$ matrix with eigenvalues $e_0\le\dots\le e_{M-1}$, counted from 0 with multiplicity. Call a Hermitian matrix $G$ admissible if $0\le G\le 1$. For a level $N<M$ and $w\in[0,1]$,
$$\min_{0\le G\le 1,\ \operatorname{tr}G=N+w}\operatorname{Re}\operatorname{tr}(HG)=E_A,\qquad E_A=\sum_{k<N}e_k+w\,e_N .$$

Let the columns $u_k$ of $U$ be orthonormal eigenvectors and $D=\operatorname{diag}(e)$, so $U^\dagger U=1$ and $HU=UD$. Since $U$ is square, $UU^\dagger=1$ and $H=UDU^\dagger$. Define occupations $n_k=\operatorname{Re}(U^\dagger GU)_{kk}=\operatorname{Re}\,u_k^\dagger Gu_k$. Positivity of $G$ gives $n_k\ge0$, and positivity of $1-G$ gives $1-n_k=\operatorname{Re}\,u_k^\dagger(1-G)u_k\ge0$. Cyclicity of the trace gives
$$\operatorname{Re}\operatorname{tr}G=\operatorname{Re}\operatorname{tr}(U^\dagger GU)=\sum_k n_k,\qquad \operatorname{Re}\operatorname{tr}(HG)=\operatorname{Re}\operatorname{tr}(D\,U^\dagger GU)=\sum_k e_kn_k .$$

Let $a_k$ be $1$ for $k<N$, $w$ for $k=N$ and $0$ for $k>N$. Then $\sum_k e_ka_k=E_A$ and $\sum_k a_k=N+w=\sum_k n_k$, so $e_N\sum_k(n_k-a_k)=0$ may be subtracted:
$$\sum_k e_kn_k-E_A=\sum_k(e_k-e_N)(n_k-a_k).$$
For $k<N$ both factors are $\le0$, for $k=N$ the first vanishes, and for $k>N$ both are $\ge0$. Hence the energy is at least $E_A$. Equality requires every term to vanish. If $e_k<e_N$, the ordering forces $k<N$, so $n_k=a_k=1$; if $e_k>e_N$, likewise $n_k=0$; if $e_k=e_N$, the term vanishes whatever $n_k$ is. These conditions are also sufficient.

The bound is reached by $G_A=U\operatorname{diag}(a)U^\dagger$. For $0\le w\le1$ all $a_k$ and $1-a_k$ are nonnegative, and $1-G_A=U\operatorname{diag}(1-a)U^\dagger$, so $G_A$ is admissible. Its trace is $\sum_k a_k=N+w$, and $U^\dagger G_AU=\operatorname{diag}(a)$ gives energy $\sum_k e_ka_k=E_A$.

## Formal development

Matrices are indexed by `Fin M`, and `ComplexOrder` supplies the order on complex numbers that positive semidefiniteness uses.

In Lean 4 with Mathlib:

```lean
import Mathlib

open Matrix Finset
open scoped ComplexOrder

namespace FractionalAufbau

noncomputable section

variable {M : ℕ}
```

Mathlib's `PosSemidef` includes Hermiticity, so `IsEnsembleDM` is $0\le G\le1$. The upper bound is the Pauli limit of one particle per spin orbital. That this class consists of the one-body density matrices of fermionic ensembles enters as a definition, and no many-particle states appear.

```lean
/-- Ensemble one-body density matrix: Hermitian with `0 ≤ G ≤ 1`. -/
def IsEnsembleDM (G : Matrix (Fin M) (Fin M) ℂ) : Prop :=
  G.PosSemidef ∧ (1 - G).PosSemidef
```

The energy is $\operatorname{Re}\operatorname{tr}(HG)$, and `attainableEnergies H ν` collects its values at real particle number $\nu$, imposed on the complex trace.

```lean
/-- One-body energy `Re tr(H G)`. -/
def energy (H G : Matrix (Fin M) (Fin M) ℂ) : ℝ := (H * G).trace.re

/-- Energies reached by ensemble density matrices of particle number `ν`. -/
def attainableEnergies (H : Matrix (Fin M) (Fin M) ℂ) (ν : ℝ) : Set ℝ :=
  {E | ∃ G, IsEnsembleDM G ∧ G.trace = (ν : ℂ) ∧ energy H G = E}
```

The structure below records $U^\dagger U=1$, $HU=UD$ and the ordering; `Monotone` allows degenerate levels. `occupation` is $n_k$.

```lean
/-- The columns of `U` are orthonormal eigenvectors of `H` with increasing energies `e`. -/
structure IsSortedEigenbasis (H U : Matrix (Fin M) (Fin M) ℂ) (e : Fin M → ℝ) : Prop where
  orthonormal : Uᴴ * U = 1
  eigen : H * U = U * diagonal (fun k => (e k : ℂ))
  sorted : Monotone e

/-- Occupation in `G` of the orbital given by column `k` of `U`. -/
def occupation (U G : Matrix (Fin M) (Fin M) ℂ) (k : Fin M) : ℝ := ((Uᴴ * G * U) k k).re
```

Next come $a_k$, $E_A$ and $G_A$. The type `N : Fin M` encodes $N<M$, and `Iio N` is the set of $k<N$, which is empty for $N=0$, where $E_A=w\,e_0$.

```lean
/-- Aufbau occupations: `1` below level `N`, `w` on level `N`, `0` above. -/
def aufbauOcc (N : Fin M) (w : ℝ) (k : Fin M) : ℝ :=
  if k < N then 1 else if k = N then w else 0

/-- Sum of the `N` levels below level `N` plus `w` times level `N` (levels counted from 0). -/
def aufbauEnergy (e : Fin M → ℝ) (N : Fin M) (w : ℝ) : ℝ := ∑ k ∈ Iio N, e k + w * e N

/-- The matrix `U diag(a) Uᴴ` built from the aufbau occupations `a` and the columns of `U`. -/
def aufbauState (U : Matrix (Fin M) (Fin M) ℂ) (N : Fin M) (w : ℝ) :
    Matrix (Fin M) (Fin M) ℂ :=
  U * diagonal (fun k => (aufbauOcc N w k : ℂ)) * Uᴴ
```

Mathlib's eigenvalues are composed with the permutation `Tuple.sort hH.eigenvalues` that puts them in increasing order.

```lean
/-- The eigenvalues of a Hermitian matrix, with multiplicity, in increasing order. -/
def sortedEigenvalues {H : Matrix (Fin M) (Fin M) ℂ} (hH : H.IsHermitian) : Fin M → ℝ :=
  hH.eigenvalues ∘ Tuple.sort hH.eigenvalues
```

The first lemma is $\sum_k e_ka_k=E_A$, proved by splitting each term into a part for $k<N$ and a part for $k=N$. Setting all $e_k=1$ later yields $\sum_k a_k=N+w$.

```lean
/-- The level energies weighted with the aufbau occupations add up to the aufbau energy. -/
theorem sum_mul_aufbauOcc (e : Fin M → ℝ) (N : Fin M) (w : ℝ) :
    ∑ k, e k * aufbauOcc N w k = aufbauEnergy e N w := by
  have h : ∀ k, e k * aufbauOcc N w k =
      (if k ∈ Iio N then e k else 0) + (if k = N then w * e N else 0) := by
    intro k
    rcases lt_trichotomy k N with h | h | h
    · simp [aufbauOcc, h, h.ne]
    · simp [aufbauOcc, h, mul_comm]
    · simp [aufbauOcc, not_lt.2 h.le, h.ne']
  simp only [h, sum_add_distrib, sum_ite_mem, univ_inter, sum_ite_eq', mem_univ, if_true,
    aufbauEnergy]
```

`occupation_bound` is the scalar argument, for levels $e_k$ in increasing order (hypothesis `he`). `hex` is the identity measured from $e_N$, `hterm` is the three-way sign check, `sum_eq_zero_iff_of_nonneg` turns equality into the vanishing of each term, and `he.reflect_lt` passes from $e_k<e_N$ to $k<N$. No range for $w$ is assumed, since $a_N$ is multiplied by zero.

```lean
/-- Occupations in `[0,1]` adding up to `N + w` give at least the aufbau energy, with equality
exactly when levels strictly below `e N` are full and levels strictly above are empty. -/
theorem occupation_bound {e n : Fin M → ℝ} (he : Monotone e) (N : Fin M) (w : ℝ)
    (hn : ∀ k, 0 ≤ n k ∧ n k ≤ 1) (hs : ∑ k, n k = (N : ℕ) + w) :
    aufbauEnergy e N w ≤ ∑ k, e k * n k ∧
      (∑ k, e k * n k = aufbauEnergy e N w ↔
        ∀ k, (e k < e N → n k = 1) ∧ (e N < e k → n k = 0)) := by
  have h1 : ∑ k, aufbauOcc N w k = (N : ℕ) + w := by
    simpa [aufbauEnergy] using sum_mul_aufbauOcc (fun _ => 1) N w
  have ha1 : ∀ k, k < N → aufbauOcc N w k = 1 := fun k h => by simp [aufbauOcc, h]
  have ha0 : ∀ k, N < k → aufbauOcc N w k = 0 := fun k h => by
    simp [aufbauOcc, not_lt.2 h.le, h.ne']
  -- at equal particle number, energies may be measured from the frontier level
  have hex : ∑ k, e k * n k - aufbauEnergy e N w =
      ∑ k, (e k - e N) * (n k - aufbauOcc N w k) := by
    have h : ∀ k, (e k - e N) * (n k - aufbauOcc N w k) = e k * n k - e k * aufbauOcc N w k
        - e N * n k + e N * aufbauOcc N w k := fun k => by ring
    simp only [h, sum_add_distrib, sum_sub_distrib, ← mul_sum, hs, h1, sum_mul_aufbauOcc]
    ring
  -- holes below and particles above the frontier level never lower the energy
  have hterm : ∀ k ∈ (univ : Finset (Fin M)), 0 ≤ (e k - e N) * (n k - aufbauOcc N w k) := by
    intro k _
    rcases lt_trichotomy k N with h | h | h
    · rw [ha1 k h]
      nlinarith [mul_nonneg (sub_nonneg.2 (he h.le)) (sub_nonneg.2 (hn k).2)]
    · rw [h, sub_self, zero_mul]
    · rw [ha0 k h, sub_zero]
      exact mul_nonneg (sub_nonneg.2 (he h.le)) (hn k).1
  refine ⟨by linarith [sum_nonneg hterm], ?_⟩
  rw [← sub_eq_zero, hex, sum_eq_zero_iff_of_nonneg hterm]
  constructor
  · intro h k
    have hk0 := h k (mem_univ k)
    constructor
    · intro hk
      rw [ha1 k (he.reflect_lt hk)] at hk0
      rcases mul_eq_zero.1 hk0 with h' | h' <;> linarith
    · intro hk
      rw [ha0 k (he.reflect_lt hk)] at hk0
      rcases mul_eq_zero.1 hk0 with h' | h' <;> linarith
  · intro h k _
    rcases lt_trichotomy (e k) (e N) with hk | hk | hk
    · rw [ha1 k (he.reflect_lt hk), (h k).1 hk, sub_self, mul_zero]
    · rw [hk, sub_self, zero_mul]
    · rw [ha0 k (he.reflect_lt hk), (h k).2 hk, sub_self, mul_zero]
```

The bounds on $n_k$ follow because $U^\dagger AU$ is positive semidefinite with $A$ (`conjTranspose_mul_mul_same`) and has a nonnegative diagonal, applied to $A=G$ and $A=1-G$.

```lean
/-- In an ensemble density matrix each orbital of an orthonormal basis has occupation in
`[0,1]`. -/
theorem occupation_mem {U G : Matrix (Fin M) (Fin M) ℂ} (hU : Uᴴ * U = 1)
    (hG : IsEnsembleDM G) (k : Fin M) : 0 ≤ occupation U G k ∧ occupation U G k ≤ 1 := by
  have hd : ∀ A : Matrix (Fin M) (Fin M) ℂ, A.PosSemidef → 0 ≤ (A k k).re := by
    intro A hA
    have h : 0 ≤ A k k := hA.diag_nonneg
    simpa using (Complex.le_def.1 h).1
  refine ⟨hd _ (hG.1.conjTranspose_mul_mul_same U), ?_⟩
  have h := hd _ (hG.2.conjTranspose_mul_mul_same U)
  rw [mul_sub, sub_mul, mul_one, hU, Matrix.sub_apply, one_apply_eq, Complex.sub_re,
    Complex.one_re] at h
  exact sub_nonneg.1 h
```

The trace formulas hold for any matrix $G$; `h1` and `h2` are the two uses of cyclicity.

```lean
/-- In an eigenbasis of `H`, `Re tr G` is the sum of the occupations and the energy is the
sum of the levels weighted with the occupations. -/
theorem trace_energy_eq {H U : Matrix (Fin M) (Fin M) ℂ} {e : Fin M → ℝ}
    (hB : IsSortedEigenbasis H U e) (G : Matrix (Fin M) (Fin M) ℂ) :
    G.trace.re = ∑ k, occupation U G k ∧ energy H G = ∑ k, e k * occupation U G k := by
  have hU' : U * Uᴴ = 1 := mul_eq_one_comm.1 hB.orthonormal
  have h1 : G.trace = (Uᴴ * G * U).trace := by rw [trace_mul_cycle, hU', one_mul]
  have h2 : (H * G).trace = (diagonal (fun k => (e k : ℂ)) * (Uᴴ * G * U)).trace :=
    calc (H * G).trace = (U * (diagonal (fun k => (e k : ℂ)) * Uᴴ * G)).trace := by
          rw [← mul_assoc, ← mul_assoc, ← hB.eigen, mul_assoc H, hU', mul_one]
      _ = _ := by rw [trace_mul_comm]; simp only [mul_assoc]
  constructor
  · rw [h1]
    simp only [trace, diag_apply, Complex.re_sum, occupation]
  · rw [energy, h2]
    simp only [trace, diag_apply, diagonal_mul, Complex.re_sum, Complex.re_ofReal_mul,
      occupation]
```

For $G_A$, `hpsd` shows that $U\operatorname{diag}(d)U^\dagger$ is positive semidefinite for a real vector $d\ge0$, used with $d=a$ and $d=1-a$. Here $0\le w\le1$ is needed. The theorem also assumes $U^\dagger U=1$, which enters the upper bound $G_A\le1$, the trace and the occupations.

```lean
/-- For `0 ≤ w ≤ 1` the aufbau state is an ensemble density matrix of trace `N + w` whose
occupations are the aufbau occupations. -/
theorem aufbauState_spec {U : Matrix (Fin M) (Fin M) ℂ} (hU : Uᴴ * U = 1) (N : Fin M) {w : ℝ}
    (hw0 : 0 ≤ w) (hw1 : w ≤ 1) :
    IsEnsembleDM (aufbauState U N w) ∧ (aufbauState U N w).trace = (((N : ℕ) + w : ℝ) : ℂ) ∧
      ∀ k, occupation U (aufbauState U N w) k = aufbauOcc N w k := by
  have hU' : U * Uᴴ = 1 := mul_eq_one_comm.1 hU
  have h1 : ∑ k, aufbauOcc N w k = (N : ℕ) + w := by
    simpa [aufbauEnergy] using sum_mul_aufbauOcc (fun _ => 1) N w
  have ha : ∀ k, 0 ≤ aufbauOcc N w k ∧ aufbauOcc N w k ≤ 1 := fun k => by
    unfold aufbauOcc
    split_ifs <;> constructor <;> linarith
  have hpsd : ∀ d : Fin M → ℝ, (∀ k, 0 ≤ d k) →
      (U * diagonal (fun k => (d k : ℂ)) * Uᴴ).PosSemidef := fun d hd =>
    (posSemidef_diagonal_iff.2 fun k => Complex.zero_le_real.2 (hd k)).mul_mul_conjTranspose_same U
  have hD : diagonal (fun k => ((1 - aufbauOcc N w k : ℝ) : ℂ)) =
      1 - diagonal (fun k => (aufbauOcc N w k : ℂ)) := by
    ext i j
    by_cases h : i = j <;> simp [one_apply, h]
  refine ⟨⟨hpsd _ fun k => (ha k).1, ?_⟩, ?_, fun k => ?_⟩
  · -- the hole density matrix is diagonal in the same basis
    have h := hpsd (fun k => 1 - aufbauOcc N w k) fun k => sub_nonneg.2 (ha k).2
    rw [hD, mul_sub, sub_mul, mul_one, hU'] at h
    exact h
  · rw [aufbauState, trace_mul_cycle, hU, one_mul, trace_diagonal, ← Complex.ofReal_sum, h1]
  · have h : Uᴴ * aufbauState U N w * U = diagonal (fun k => (aufbauOcc N w k : ℂ)) :=
      calc _ = (Uᴴ * U) * diagonal (fun k => (aufbauOcc N w k : ℂ)) * (Uᴴ * U) := by
            simp only [aufbauState, mul_assoc]
        _ = _ := by rw [hU, one_mul, mul_one]
    rw [occupation, h, diagonal_apply_eq, Complex.ofReal_re]
```

`energy_bound` rewrites the energy with the second formula of `trace_energy_eq` and feeds the bounds of `occupation_mem` and the first trace formula into the scalar argument `occupation_bound`. It holds for any sorted eigenbasis and carries the equality case: orbitals degenerate with $e_N$ are constrained only through $0\le n_k\le1$ and the trace, so the criterion does not assert a unique minimiser.

```lean
/-- An ensemble density matrix of trace `N + w` has at least the aufbau energy, with equality
exactly when eigen-orbitals strictly below `e N` are full and those strictly above are empty. -/
theorem energy_bound {H U G : Matrix (Fin M) (Fin M) ℂ} {e : Fin M → ℝ}
    (hB : IsSortedEigenbasis H U e) (N : Fin M) (w : ℝ) (hG : IsEnsembleDM G)
    (htr : G.trace = (((N : ℕ) + w : ℝ) : ℂ)) :
    aufbauEnergy e N w ≤ energy H G ∧ (energy H G = aufbauEnergy e N w ↔
      ∀ k, (e k < e N → occupation U G k = 1) ∧ (e N < e k → occupation U G k = 0)) := by
  obtain ⟨h1, h2⟩ := trace_energy_eq hB G
  rw [h2]
  refine occupation_bound hB.sorted N w (occupation_mem hB.orthonormal hG) ?_
  rw [← h1, htr, Complex.ofReal_re]
```

A sorted eigenbasis always exists: the columns of Mathlib's `eigenvectorUnitary` are reordered by the sorting permutation.

```lean
/-- Every Hermitian matrix has an orthonormal eigenbasis ordered by its sorted eigenvalues. -/
theorem exists_sortedEigenbasis {H : Matrix (Fin M) (Fin M) ℂ} (hH : H.IsHermitian) :
    ∃ U, IsSortedEigenbasis H U (sortedEigenvalues hH) := by
  have hV : (hH.eigenvectorUnitary : Matrix (Fin M) (Fin M) ℂ)ᴴ * hH.eigenvectorUnitary = 1 :=
    hH.eigenvectorUnitary.2.1
  refine ⟨(hH.eigenvectorUnitary : Matrix (Fin M) (Fin M) ℂ).submatrix id
    (Tuple.sort hH.eigenvalues), ?_, ?_, Tuple.monotone_sort _⟩
  · ext i j
    have h := congrFun (congrFun hV (Tuple.sort hH.eigenvalues i)) (Tuple.sort hH.eigenvalues j)
    simpa [Matrix.mul_apply, Matrix.one_apply] using h
  · ext i k
    have h := congrFun (hH.mulVec_eigenvectorBasis (Tuple.sort hH.eigenvalues k)) i
    rw [mul_diagonal, Matrix.mul_apply]
    simpa [Matrix.mulVec, dotProduct, mul_comm, sortedEigenvalues] using h
```

The main theorem assumes only that $H$ is Hermitian and $0\le w\le1$. `IsLeast` says that $E_A$ belongs to the set of attainable energies at $N+w$, witnessed by $G_A$, and is a lower bound of it, by `energy_bound`. The minimum is linear in $w$ with slope $e_N$. This is the piecewise linear energy of non-interacting fermions in a finite basis; interacting ensembles and spin constraints are not treated.

```lean
/-- Aufbau at fractional filling: for Hermitian `H` and `0 ≤ w ≤ 1`, the minimum energy over
`0 ≤ G ≤ 1` of trace `N + w` is the sum of the `N` lowest eigenvalues plus `w` times the next. -/
theorem aufbau_fractional_filling {H : Matrix (Fin M) (Fin M) ℂ} (hH : H.IsHermitian)
    (N : Fin M) {w : ℝ} (hw0 : 0 ≤ w) (hw1 : w ≤ 1) :
    IsLeast (attainableEnergies H ((N : ℕ) + w)) (aufbauEnergy (sortedEigenvalues hH) N w) := by
  obtain ⟨U, hB⟩ := exists_sortedEigenbasis hH
  obtain ⟨h1, h2, h3⟩ := aufbauState_spec hB.orthonormal N hw0 hw1
  refine ⟨⟨aufbauState U N w, h1, h2, ?_⟩, ?_⟩
  · rw [(trace_energy_eq hB _).2]
    simp only [h3, sum_mul_aufbauOcc]
  · rintro E ⟨G, hG, htr, rfl⟩
    exact (energy_bound hB N w hG htr).1
```

Finally, $H=\begin{pmatrix}16&-12\\-12&9\end{pmatrix}$ has normalised eigenvectors $u_0=(3/5,\,4/5)$ and $u_1=(-4/5,\,3/5)$ with $e_0=0$ and $e_1=25$, checked entry by entry. With $N=1$, `energy_bound` then gives energy at least $25w$ at trace $1+w$.

```lean
/-- A non-diagonal two-level Hamiltonian with an explicit eigenbasis and levels `0` and `25`. -/
theorem sortedEigenbasis_witness :
    IsSortedEigenbasis !![16, -12; -12, 9] !![3 / 5, -4 / 5; 4 / 5, 3 / 5] ![0, 25] := by
  refine ⟨?_, ?_, ?_⟩
  · ext i j
    fin_cases i <;> fin_cases j <;>
      simp [Matrix.mul_apply, Fin.sum_univ_two, conjTranspose_apply, map_ofNat] <;> norm_num
  · ext i j
    rw [mul_diagonal]
    fin_cases i <;> fin_cases j <;> simp [Matrix.mul_apply, Fin.sum_univ_two] <;> norm_num
  · intro a b h
    fin_cases a <;> fin_cases b <;> simp_all

end

end FractionalAufbau
```

```lean
#print axioms FractionalAufbau.aufbau_fractional_filling
-- 'FractionalAufbau.aufbau_fractional_filling' depends on axioms: [propext, Classical.choice, Quot.sound]
```
